# For Hermitian $H$ and $B$, the evolution $iu'=BHu$ conserves the PAW norm from every initial vector exactly when $SBH=HBS$

**Q:** Take two levels with overlap $S=\mathrm{diag}(1,1+\varepsilon)$, $\varepsilon>0$, and a Hamiltonian $H$ that swaps the amplitudes. For fixed ions, the time-dependent projector augmented-wave (PAW) equation is $iSu'=Hu$ with $\hbar=1$. I replace $S^{-1}$ by $B=1$. What happens to the norm $\langle u,Su\rangle$?

**A:** It oscillates. Starting from $(1,0)$, the solution of $iu'=BHu$ is $u(t)=(\cos t,-i\sin t)$, so
$$\langle u,Su\rangle=\cos^2t+(1+\varepsilon)\sin^2t=1+\varepsilon\sin^2t.$$
For $\varepsilon=0.1$ and $t=\pi/6$ the weights are $0.75$ and $0.25$, and the norm is $0.75+1.1\cdot0.25=1.025$. It peaks at $1.1$ when $t=\pi/2$. The evolution conserves $\langle u,B^{-1}u\rangle$, here the plain norm, instead of the PAW norm.

**Q:** How is the general setting encoded?

**A:** Operators are complex matrices over a finite index type `n`, and states are vectors `n → ℂ`. The inner product is conjugate-linear in its first argument.

In Lean 4 with Mathlib:

```lean
import Mathlib

open Matrix
open scoped ComplexOrder

namespace PAWTimeEvolution

noncomputable section

variable {n : Type*} [Fintype n] [DecidableEq n]
```

`form M x` is $\langle x,Mx\rangle$, with no normalisation of $x$.

```lean
/-- The quadratic form `⟨x, M x⟩` of a matrix `M` in the state `x`. -/
def form (M : Matrix n n ℂ) (x : n → ℂ) : ℂ := star x ⬝ᵥ M *ᵥ x
```

A trajectory must satisfy the equation at every real time, with $B$ and $H$ fixed.

```lean
/-- The trajectory `u` solves `i u' = B H u` at all times. -/
def IsEvolution (B H : Matrix n n ℂ) (u : ℝ → n → ℂ) : Prop :=
  ∀ t, HasDerivAt u ((-Complex.I) • ((B * H) *ᵥ u t)) t
```

**Q:** And "conserved"? One lucky orbit shouldn't count.

**A:** It doesn't: the form must keep its initial value along every solution.

```lean
/-- The form `⟨u, M u⟩` keeps its initial value along every solution of `i u' = B H u`. -/
def Conserved (B H M : Matrix n n ℂ) : Prop :=
  ∀ u, IsEvolution B H u → ∀ t, form M (u t) = form M (u 0)
```

A different model would fix one initial vector. Then $SBH=HBS$ would still suffice, but would no longer be necessary: in the two-level example, $(1,1)/\sqrt2$ is an eigenvector of $H$, and its PAW norm stays at $1+\varepsilon/2$.

**Q:** Where does the commutation-like condition come from?

**A:** From the product rule. Insert $u'=-iBHu$ for any matrix $M$:
$$\begin{aligned}\frac{d}{dt}\langle u,Mu\rangle&=\langle -iBHu,Mu\rangle+\langle u,M(-iBH)u\rangle\\&=i\langle u,(HBM-MBH)u\rangle.\end{aligned}$$
The second line uses $(BH)^\dagger=HB$, which is where Hermiticity enters. In the code, `key` is the first line, and the rewriting with `hBH` gives the second.

```lean
omit [DecidableEq n] in
/-- For Hermitian `H` and `B`, the form of any matrix `M` changes along a solution at the rate
`i ⟨u, (H B M - M B H) u⟩`. -/
theorem hasDerivAt_form {B H : Matrix n n ℂ} (hH : H.IsHermitian) (hB : B.IsHermitian)
    (M : Matrix n n ℂ) {u : ℝ → n → ℂ} (hu : IsEvolution B H u) (t : ℝ) :
    HasDerivAt (fun s => form M (u s))
      (Complex.I * form (H * B * M - M * B * H) (u t)) t := by
  have hc := hasDerivAt_pi.1 (hu t)
  have hM : ∀ i, HasDerivAt (fun s => (M *ᵥ u s) i)
      ((M *ᵥ ((-Complex.I) • ((B * H) *ᵥ u t))) i) t := by
    intro i
    simp only [Matrix.mulVec, dotProduct]
    exact HasDerivAt.fun_sum fun j _ => (hc j).const_mul (M i j)
  -- product rule for the sesquilinear form
  have key : HasDerivAt (fun s => form M (u s))
      (star ((-Complex.I) • ((B * H) *ᵥ u t)) ⬝ᵥ M *ᵥ u t
        + star (u t) ⬝ᵥ M *ᵥ ((-Complex.I) • ((B * H) *ᵥ u t))) t := by
    simp only [form, dotProduct]
    rw [← Finset.sum_add_distrib]
    exact HasDerivAt.fun_sum fun i _ => (hc i).star.fun_mul (hM i)
  refine key.congr_deriv ?_
  -- move the generator to the right with its adjoint `H B`
  have hBH : (B * H)ᴴ = H * B := by rw [Matrix.conjTranspose_mul, hH.eq, hB.eq]
  rw [star_smul, Matrix.star_mulVec, hBH, smul_dotProduct, ← Matrix.dotProduct_mulVec,
    Matrix.mulVec_smul, dotProduct_smul, Matrix.mulVec_mulVec, Matrix.mulVec_mulVec, form,
    Matrix.sub_mulVec, dotProduct_sub, ← Matrix.mul_assoc M B H]
  simp only [smul_eq_mul, star_neg, Complex.star_def, Complex.conj_I, neg_neg]
  ring
```

**Q:** If there were no solutions, "every solution" would be an empty promise.

**A:** Hence the next lemma: $u(t)=e^{-itBH}x$ solves the equation and starts at $x$. The proof differentiates the matrix exponential and applies the result to the fixed vector $x$.

```lean
open scoped Matrix.Norms.Operator in
/-- Through every initial vector there passes a solution of `i u' = B H u`. -/
theorem exists_evolution (B H : Matrix n n ℂ) (x : n → ℂ) :
    ∃ u, IsEvolution B H u ∧ u 0 = x := by
  obtain ⟨A, hA⟩ : ∃ A : Matrix n n ℂ, A = (-Complex.I) • (B * H) := ⟨_, rfl⟩
  refine ⟨fun t => NormedSpace.exp (t • A) *ᵥ x, fun t => ?_, by simp⟩
  -- applying a matrix to the fixed vector `x` is a continuous linear operation
  let L : Matrix n n ℂ →ₗ[ℝ] (n → ℂ) :=
    { toFun := fun M => M *ᵥ x
      map_add' := fun M N => Matrix.add_mulVec M N x
      map_smul' := fun c M => by
        ext i
        simp [Matrix.mulVec, dotProduct, Finset.mul_sum, mul_assoc] }
  have h := (LinearMap.toContinuousLinearMap L).hasFDerivAt.comp_hasDerivAt t
    (hasDerivAt_exp_smul_const' A t)
  refine h.congr_deriv ?_
  change (A * NormedSpace.exp (t • A)) *ᵥ x = _
  rw [← Matrix.mulVec_mulVec, hA, Matrix.smul_mulVec]
```

**Q:** Conservation then makes a quadratic form vanish. Why must the matrix vanish?

**A:** Write $a=\langle x,Ay\rangle$ and $b=\langle y,Ax\rangle$. If the form of $A$ is zero in every state, then $x+y$ gives $a+b=0$ and $x+iy$ gives $i(a-b)=0$. So $a=0$ for all $x,y$, and basis vectors pick out each entry of $A$.

```lean
/-- A complex matrix whose quadratic form vanishes in every state is zero. -/
theorem eq_zero_of_form {A : Matrix n n ℂ} (h : ∀ x, form A x = 0) : A = 0 := by
  have hxy : ∀ x y : n → ℂ, star x ⬝ᵥ A *ᵥ y = 0 := by
    intro x y
    have hx := h x
    have hy := h y
    have h1 := h (x + y)
    have h2 := h (x + Complex.I • y)
    simp only [form, star_add, star_smul, Matrix.mulVec_add, Matrix.mulVec_smul,
      add_dotProduct, dotProduct_add, smul_dotProduct, dotProduct_smul, smul_eq_mul,
      Complex.star_def, Complex.conj_I] at hx hy h1 h2
    -- the relative phase `i` separates the two cross terms
    have h3 : Complex.I * (star x ⬝ᵥ A *ᵥ y - star y ⬝ᵥ A *ᵥ x) = 0 := by
      linear_combination h2 - hx + Complex.I * Complex.I * hy
    have h4 := (mul_eq_zero.1 h3).resolve_left Complex.I_ne_zero
    linear_combination (h1 - hx - hy + h4) / 2
  ext i j
  have hij := hxy (star (Pi.single i 1)) (Pi.single j 1)
  rw [star_star] at hij
  simpa using hij
```

Now both directions follow. If $M$ is conserved, the rate at $t=0$ is zero for every initial vector, so $HBM-MBH=0$. Conversely, $MBH=HBM$ makes the derivative zero at all times, and the form is constant.

```lean
/-- For Hermitian `H` and `B`, the form of `M` is conserved along all solutions
if and only if `M B H = H B M`. -/
theorem conserved_iff {B H : Matrix n n ℂ} (hH : H.IsHermitian) (hB : B.IsHermitian)
    (M : Matrix n n ℂ) : Conserved B H M ↔ M * B * H = H * B * M := by
  constructor
  · intro h
    refine (sub_eq_zero.1 (eq_zero_of_form fun x => ?_)).symm
    obtain ⟨u, hu, rfl⟩ := exists_evolution B H x
    -- a constant function has zero initial rate
    have hd := hasDerivAt_form hH hB M hu 0
    have hc : (fun t => form M (u t)) = fun _ => form M (u 0) := funext (h u hu)
    rw [hc] at hd
    exact (mul_eq_zero.1 (hd.unique (hasDerivAt_const _ _))).resolve_left Complex.I_ne_zero
  · intro h u hu t
    have hd := hasDerivAt_form hH hB M hu
    refine is_const_of_deriv_eq_zero (fun s => (hd s).differentiableAt) (fun s => ?_) t 0
    rw [(hd s).deriv, h, sub_self]
    simp [form]
```

**Q:** Which $M$ matter for PAW?

**A:** Three. For $M=B^{-1}$ both sides equal $H$; for $M=H$ both are $HBH$; for $M=S$ the condition is $SBH=HBS$.

```lean
/-- For Hermitian `H` and Hermitian invertible `B`, the evolution `i u' = B H u` conserves
`⟨u, B⁻¹ u⟩` and `⟨u, H u⟩`, and it conserves the PAW norm `⟨u, S u⟩` for all initial vectors
if and only if `S B H = H B S`. -/
theorem paw_conservation {B H : Matrix n n ℂ} (hH : H.IsHermitian) (hB : B.IsHermitian)
    (hdet : IsUnit B.det) (S : Matrix n n ℂ) :
    Conserved B H B⁻¹ ∧ Conserved B H H ∧
      (Conserved B H S ↔ S * B * H = H * B * S) := by
  refine ⟨(conserved_iff hH hB _).2 ?_, (conserved_iff hH hB _).2 rfl, conserved_iff hH hB S⟩
  rw [Matrix.nonsing_inv_mul _ hdet, one_mul, mul_assoc, Matrix.mul_nonsing_inv _ hdet, mul_one]
```

The theorem allows any matrix $S$ and any Hermitian invertible $B$; the PAW reading takes both positive definite. With $B=S^{-1}$ both sides are again $H$, so the norm is conserved.

```lean
/-- With the exact inverse of a Hermitian invertible overlap `S` and a Hermitian `H`,
the PAW norm is conserved. -/
theorem exact_inverse_conserves {S H : Matrix n n ℂ} (hH : H.IsHermitian)
    (hS : S.IsHermitian) (hdet : IsUnit S.det) : Conserved S⁻¹ H S := by
  refine (conserved_iff hH hS.inv S).2 ?_
  rw [Matrix.mul_nonsing_inv _ hdet, one_mul, mul_assoc, Matrix.nonsing_inv_mul _ hdet, mul_one]
```

**Q:** My $B$ is only nearly $S^{-1}$. How bad can it get?

**A:** Let $q=\langle u(0),B^{-1}u(0)\rangle$, which is conserved. If the forms of $S$ and $B^{-1}$ agree to relative accuracy $\delta$ in every state, the PAW norm lies within $\delta|q|$ of $q$ at time $t$ and at time $0$. The triangle inequality bounds the change by $2\delta|q|$. The accuracy $\delta$ is assumed; it stands for the quality of your approximate inverse.

```lean
/-- Let `H` be Hermitian and `B` Hermitian and invertible. If the forms of `S` and `B⁻¹` agree to
relative accuracy `δ` in every state, then along every solution of `i u' = B H u` with initial
vector `u₀` the PAW norm never departs from its initial value by more than `2 δ |⟨u₀, B⁻¹ u₀⟩|`. -/
theorem paw_norm_drift_le {B H S : Matrix n n ℂ} (hH : H.IsHermitian) (hB : B.IsHermitian)
    (hdet : IsUnit B.det) {δ : ℝ}
    (hδ : ∀ x, ‖form S x - form B⁻¹ x‖ ≤ δ * ‖form B⁻¹ x‖)
    {u : ℝ → n → ℂ} (hu : IsEvolution B H u) (t : ℝ) :
    ‖form S (u t) - form S (u 0)‖ ≤ 2 * δ * ‖form B⁻¹ (u 0)‖ := by
  have hc := (paw_conservation hH hB hdet S).1 u hu t
  have ht := hδ (u t)
  rw [hc] at ht
  have h0 := hδ (u 0)
  -- compare both norms with the conserved form of `B⁻¹`
  have h := norm_sub_le (form S (u t) - form B⁻¹ (u 0)) (form S (u 0) - form B⁻¹ (u 0))
  rw [sub_sub_sub_cancel_right] at h
  linarith
```

In the numerical case above, $\delta=0.1$ and $q=1$ give a bound of $0.2$, against an actual maximum change of $0.1$.

**Q:** Is the opening example in the file too?

**A:** Yes, first the trajectory, then its properties.

```lean
/-- The two-level trajectory `(cos t, -i sin t)`. -/
def flipState (t : ℝ) : Fin 2 → ℂ :=
  ![(Real.cos t : ℂ), -Complex.I * (Real.sin t : ℂ)]
```

The proof checks that $S$ is positive definite, differentiates the two amplitudes, and reduces the norm with $\sin^2t+\cos^2t=1$.

```lean
/-- For `ε > 0` the overlap `S = diag(1, 1 + ε)` is positive definite, and with `B = 1` and the
two-level flip Hamiltonian the trajectory `(cos t, -i sin t)` is a solution whose PAW norm
is `1 + ε sin² t`. -/
theorem paw_norm_oscillates {ε : ℝ} (hε : 0 < ε) :
    (Matrix.diagonal ![(1 : ℂ), 1 + (ε : ℂ)]).PosDef ∧
    IsEvolution 1 !![0, 1; 1, 0] flipState ∧
    ∀ t, form (Matrix.diagonal ![(1 : ℂ), 1 + (ε : ℂ)]) (flipState t)
      = ((1 + ε * Real.sin t ^ 2 : ℝ) : ℂ) := by
  refine ⟨Matrix.posDef_diagonal_iff.2 (Fin.forall_fin_two.2 ⟨by simp, ?_⟩),
    fun t => ?_, fun t => ?_⟩
  · change (0 : ℂ) < 1 + (ε : ℂ)
    exact_mod_cast (by linarith : (0 : ℝ) < 1 + ε)
  · -- the flip exchanges the two amplitudes
    have hv : ∀ a b : ℂ, (-Complex.I) • ((1 * !![0, 1; 1, 0]) *ᵥ ![a, b])
        = ![-Complex.I * b, -Complex.I * a] := by
      intro a b
      ext i
      fin_cases i <;> simp
    rw [flipState, hv]
    refine hasDerivAt_pi.2 (Fin.forall_fin_two.2 ⟨?_, ?_⟩)
    · refine (Real.hasDerivAt_cos t).ofReal_comp.congr_deriv ?_
      change ((-Real.sin t : ℝ) : ℂ) = -Complex.I * (-Complex.I * (Real.sin t : ℂ))
      rw [Complex.ofReal_neg]
      linear_combination (-(Real.sin t : ℂ)) * Complex.I_sq
    · exact (Real.hasDerivAt_sin t).ofReal_comp.const_mul (-Complex.I)
  · have key : ∀ c s : ℝ, form (Matrix.diagonal ![(1 : ℂ), 1 + (ε : ℂ)])
        ![(c : ℂ), -Complex.I * (s : ℂ)] = (c : ℂ) ^ 2 + (1 + (ε : ℂ)) * (s : ℂ) ^ 2 := by
      intro c s
      simp [form, Matrix.mulVec_diagonal, dotProduct, Fin.sum_univ_two]
      linear_combination (-(1 + (ε : ℂ)) * (s : ℂ) ^ 2) * Complex.I_sq
    rw [flipState, key]
    have h : Real.cos t ^ 2 + (1 + ε) * Real.sin t ^ 2 = 1 + ε * Real.sin t ^ 2 := by
      linear_combination Real.sin_sq_add_cos_sq t
    exact_mod_cast h

end

end PAWTimeEvolution
```

```lean
#print axioms PAWTimeEvolution.paw_conservation
#print axioms PAWTimeEvolution.exact_inverse_conserves
#print axioms PAWTimeEvolution.paw_norm_drift_le
#print axioms PAWTimeEvolution.paw_norm_oscillates
```

```
'PAWTimeEvolution.paw_conservation' depends on axioms: [propext, Classical.choice, Quot.sound]
'PAWTimeEvolution.exact_inverse_conserves' depends on axioms: [propext, Classical.choice, Quot.sound]
'PAWTimeEvolution.paw_norm_drift_le' depends on axioms: [propext, Classical.choice, Quot.sound]
'PAWTimeEvolution.paw_norm_oscillates' depends on axioms: [propext, Classical.choice, Quot.sound]
```

**Q:** So what does this say about a real-time PAW simulation?

**A:** For a single orbital with fixed finite matrices, an approximate inverse overlap can make the electron number oscillate even when time is integrated exactly. Moving ions, a density-dependent $H$ and time-step errors lie beyond this model.
